# Overlap of $r^a e^{-\lambda r}$ with $r^b e^{-\lambda r}$ and the gap between scalar-relativistic $p$ and Dirac $p_{1/2}$ exponents

Near a point nucleus of charge $Z$, the large radial component of a Dirac orbital with quantum number $\kappa$, taken here and below as $r$ times the radial function, starts as $r^{\sqrt{\kappa^2-\zeta^2}}$, where $\zeta$ is $Z$ over the speed of light in atomic units. The scalar-relativistic equation, which drops spin–orbit coupling, gives $r^{\sqrt{l(l+1)+1-\zeta^2}}$ for angular momentum $l$. For $p_{1/2}$ ($\kappa=1$, $l=1$) the powers differ. This bears on band methods that add spin–orbit coupling in a scalar-relativistic basis, and it is quantified here only for nodeless model functions, a pure power times one common exponential.

```lean
import Mathlib

open MeasureTheory Set

namespace PowerExponentialOverlap

noncomputable section
```

## Model

For an exponent $a$ and decay rate $\lambda$ (`lam`), set
$$\varphi_a(r)=N_a\,r^a e^{-\lambda r},\qquad N_a=\frac{(2\lambda)^{a+1/2}}{\sqrt{\Gamma(2a+1)}}.$$

```lean
/-- The unnormalised radial function `r^a exp(-λ r)`. -/
def slater (a lam r : ℝ) : ℝ := r ^ a * Real.exp (-(lam * r))

/-- The normalisation constant `(2λ)^(a+1/2) / √Γ(2a+1)`. -/
def normConst (a lam : ℝ) : ℝ :=
  (2 * lam) ^ (a + 1 / 2) / Real.sqrt (Real.Gamma (2 * a + 1))

/-- The radial function `φ_a(r)`: `r^a exp(-λ r)` times its normalisation constant. -/
def orbital (a lam r : ℝ) : ℝ := normConst a lam * slater a lam r
```

These stand for $r$ times the radial wave function, so the measure is $dr$ on $r>0$ (`Ioi 0`). For a second exponent $b$, the overlap is $S=\int_0^\infty\varphi_a\varphi_b\,dr$, and for a real coefficient $c$ the squared distance is $D(c)=\int_0^\infty(\varphi_b-c\varphi_a)^2dr$.

```lean
/-- The overlap integral of two radial functions over `r > 0`. -/
def overlap (f g : ℝ → ℝ) : ℝ := ∫ r in Ioi (0 : ℝ), f r * g r

/-- The squared distance `∫ (φ_b - c φ_a)²` over `r > 0`. -/
def residual (a b lam c : ℝ) : ℝ :=
  ∫ r in Ioi (0 : ℝ), (orbital b lam r - c * orbital a lam r) ^ 2
```

The two exponents enter as definitions and are not derived from the radial equations. The $c$ in the comment `ζ = Z/c` is the speed of light, unrelated to the coefficient.

```lean
/-- The scalar-relativistic point-nucleus exponent `√(l(l+1) + 1 - ζ²)`, with `ζ = Z/c`. -/
def srExponent (l : ℕ) (ζ : ℝ) : ℝ := Real.sqrt ((l : ℝ) * ((l : ℝ) + 1) + 1 - ζ ^ 2)

/-- The Dirac point-nucleus exponent `√(κ² - ζ²)`, with `ζ = Z/c`. -/
def diracExponent (κ : ℤ) (ζ : ℝ) : ℝ := Real.sqrt ((κ : ℝ) ^ 2 - ζ ^ 2)
```

## The overlap

Euler's integral $\int_0^\infty r^{s-1}e^{-kr}dr=k^{-s}\Gamma(s)$ for $s,k>0$, with $s=a+b+1$ and $k=2\lambda$, gives
$$\int_0^\infty r^{a+b}e^{-2\lambda r}dr=(2\lambda)^{-(a+b+1)}\Gamma(a+b+1)\qquad(a+b>-1).$$
In Lean `key` is this integral, and `Real.rpow_add` and `Real.exp_add` merge the factors for $r>0$.

```lean
/-- The unnormalised functions have overlap `(1/(2λ))^(a+b+1) Γ(a+b+1)`. -/
theorem slater_overlap {a b lam : ℝ} (h : -1 < a + b) (hl : 0 < lam) :
    overlap (slater a lam) (slater b lam)
      = (1 / (2 * lam)) ^ (a + b + 1) * Real.Gamma (a + b + 1) := by
  have key := Real.integral_rpow_mul_exp_neg_mul_Ioi
    (show 0 < a + b + 1 by linarith) (show 0 < 2 * lam by linarith)
  unfold overlap
  rw [← key]
  refine setIntegral_congr_fun measurableSet_Ioi fun r hr => ?_
  have hr' : 0 < r := hr
  show r ^ a * Real.exp (-(lam * r)) * (r ^ b * Real.exp (-(lam * r)))
    = r ^ (a + b + 1 - 1) * Real.exp (-(2 * lam * r))
  rw [show a + b + 1 - 1 = a + b by ring, Real.rpow_add hr',
    show -(2 * lam * r) = -(lam * r) + -(lam * r) by ring, Real.exp_add]
  ring
```

From here on $a,b>-1/2$ and $\lambda>0$. The product $N_aN_b$ carries $(2\lambda)^{a+b+1}$, which cancels (step `p`), leaving $S=\Gamma(a+b+1)/\sqrt{\Gamma(2a+1)\Gamma(2b+1)}$, independent of $\lambda$.

```lean
/-- The overlap of `φ_a` and `φ_b` is `Γ(a+b+1) / √(Γ(2a+1) Γ(2b+1))`. -/
theorem orbital_overlap {a b lam : ℝ} (ha : -1 / 2 < a) (hb : -1 / 2 < b) (hl : 0 < lam) :
    overlap (orbital a lam) (orbital b lam)
      = Real.Gamma (a + b + 1)
        / Real.sqrt (Real.Gamma (2 * a + 1) * Real.Gamma (2 * b + 1)) := by
  have hx : 0 < Real.Gamma (2 * a + 1) := Real.Gamma_pos_of_pos (by linarith)
  have hy : 0 < Real.Gamma (2 * b + 1) := Real.Gamma_pos_of_pos (by linarith)
  have h2 : 0 < 2 * lam := by linarith
  have e : overlap (orbital a lam) (orbital b lam)
      = normConst a lam * normConst b lam * overlap (slater a lam) (slater b lam) := by
    unfold overlap orbital
    rw [← integral_const_mul]
    congr 1
    funext r
    ring
  -- the powers of `2λ` cancel against the normalisation constants
  have p : (1 / (2 * lam)) ^ (a + b + 1)
      = ((2 * lam) ^ (a + 1 / 2) * (2 * lam) ^ (b + 1 / 2))⁻¹ := by
    rw [one_div (2 * lam), Real.inv_rpow h2.le, ← Real.rpow_add h2,
      show a + 1 / 2 + (b + 1 / 2) = a + b + 1 by ring]
  have pa := (Real.rpow_pos_of_pos h2 (a + 1 / 2)).ne'
  have pb := (Real.rpow_pos_of_pos h2 (b + 1 / 2)).ne'
  have sx := (Real.sqrt_pos.mpr hx).ne'
  have sy := (Real.sqrt_pos.mpr hy).ne'
  rw [e, slater_overlap (by linarith) hl, p, Real.sqrt_mul hx.le]
  unfold normConst
  generalize (2 * lam) ^ (a + 1 / 2) = u at pa ⊢
  generalize (2 * lam) ^ (b + 1 / 2) = v at pb ⊢
  field_simp
```

Setting $b=a$ gives $\int\varphi_a^2\,dr=1$.

```lean
/-- The function `φ_a` has unit norm on `r > 0`. -/
theorem orbital_normalised {a lam : ℝ} (ha : -1 / 2 < a) (hl : 0 < lam) :
    overlap (orbital a lam) (orbital a lam) = 1 := by
  have hx : 0 < Real.Gamma (2 * a + 1) := Real.Gamma_pos_of_pos (by linarith)
  rw [orbital_overlap ha ha hl, Real.sqrt_mul_self hx.le,
    show a + a + 1 = 2 * a + 1 by ring, div_self hx.ne']
```

Splitting an integral into terms requires each term to be integrable. Mathlib assigns the value $0$ to the integral of a non-integrable function (`integral_undef`), and $S>0$, so $\varphi_a\varphi_b$ is integrable. The device is reusable: a closed form that is nonzero yields integrability without any estimate.

```lean
/-- The product `φ_a φ_b` is integrable on `r > 0`. -/
theorem orbital_mul_integrable {a b lam : ℝ} (ha : -1 / 2 < a) (hb : -1 / 2 < b)
    (hl : 0 < lam) :
    Integrable (fun r => orbital a lam r * orbital b lam r) (volume.restrict (Ioi 0)) := by
  by_contra h
  have h0 : overlap (orbital a lam) (orbital b lam) = 0 := by
    unfold overlap
    exact integral_undef h
  have hx : 0 < Real.Gamma (2 * a + 1) := Real.Gamma_pos_of_pos (by linarith)
  have hy : 0 < Real.Gamma (2 * b + 1) := Real.Gamma_pos_of_pos (by linarith)
  have hm : 0 < Real.Gamma (a + b + 1) := Real.Gamma_pos_of_pos (by linarith)
  rw [orbital_overlap ha hb hl] at h0
  exact (div_pos hm (Real.sqrt_pos.mpr (mul_pos hx hy))).ne' h0
```

Expanding the square and using both norms,
$$D(c)=1-2cS+c^2=1-S^2+(c-S)^2 .$$
The best multiple is $c=S$, and it misses the fraction $1-S^2$ of the squared norm $\int\varphi_b^2\,dr=1$.

```lean
/-- With `S` the overlap, the squared distance of `φ_b` from `c φ_a` is `1 - S² + (c - S)²`. -/
theorem residual_eq {a b lam : ℝ} (ha : -1 / 2 < a) (hb : -1 / 2 < b) (hl : 0 < lam)
    (c : ℝ) :
    residual a b lam c = 1 - overlap (orbital a lam) (orbital b lam) ^ 2
      + (c - overlap (orbital a lam) (orbital b lam)) ^ 2 := by
  have hbb := orbital_mul_integrable hb hb hl
  have h1 : Integrable (fun r => 2 * c * (orbital a lam r * orbital b lam r))
      (volume.restrict (Ioi 0)) := (orbital_mul_integrable ha hb hl).const_mul (2 * c)
  have h2 : Integrable (fun r => orbital b lam r * orbital b lam r
      - 2 * c * (orbital a lam r * orbital b lam r)) (volume.restrict (Ioi 0)) := hbb.sub h1
  have h3 : Integrable (fun r => c ^ 2 * (orbital a lam r * orbital a lam r))
      (volume.restrict (Ioi 0)) := (orbital_mul_integrable ha ha hl).const_mul (c ^ 2)
  have e : (fun r => (orbital b lam r - c * orbital a lam r) ^ 2)
      = fun r => (orbital b lam r * orbital b lam r
        - 2 * c * (orbital a lam r * orbital b lam r))
        + c ^ 2 * (orbital a lam r * orbital a lam r) := by
    funext r
    ring
  have nA := orbital_normalised ha hl
  have nB := orbital_normalised hb hl
  unfold overlap at nA nB ⊢
  unfold residual
  rw [e, integral_add h2 h3, integral_sub hbb h1, integral_const_mul (2 * c),
    integral_const_mul (c ^ 2), nA, nB]
  ring
```

Squaring the formula for $S$ gives $S^2=\Gamma(a+b+1)^2/\big(\Gamma(2a+1)\Gamma(2b+1)\big)$.

```lean
/-- The squared overlap is `Γ(a+b+1)² / (Γ(2a+1) Γ(2b+1))`. -/
theorem overlap_sq {a b lam : ℝ} (ha : -1 / 2 < a) (hb : -1 / 2 < b) (hl : 0 < lam) :
    overlap (orbital a lam) (orbital b lam) ^ 2
      = Real.Gamma (a + b + 1) ^ 2 / (Real.Gamma (2 * a + 1) * Real.Gamma (2 * b + 1)) := by
  have hx : 0 < Real.Gamma (2 * a + 1) := Real.Gamma_pos_of_pos (by linarith)
  have hy : 0 < Real.Gamma (2 * b + 1) := Real.Gamma_pos_of_pos (by linarith)
  rw [orbital_overlap ha hb hl, div_pow, Real.sq_sqrt (mul_pos hx hy).le]
```

## A quantitative bound

Since $D(S)\ge0$, $S^2\le1$ for every admissible pair of exponents. Let $S'$ be the overlap at $a+\tfrac12$, $b+\tfrac12$, for which this is `h1`. All three arguments of $\Gamma$ rise by one, and $\Gamma(x+1)=x\Gamma(x)$ (`Real.Gamma_add_one`) gives
$$S'^2=\frac{(a+b+1)^2}{(2a+1)(2b+1)}\,S^2\le1 .$$
With $(2a+1)(2b+1)=(a+b+1)^2-(a-b)^2$, which is step `e`,
$$S^2\le1-\frac{(a-b)^2}{(a+b+1)^2}.$$

```lean
/-- The squared overlap is at most `1 - (a-b)²/(a+b+1)²`. -/
theorem overlap_sq_le {a b lam : ℝ} (ha : -1 / 2 < a) (hb : -1 / 2 < b) (hl : 0 < lam) :
    overlap (orbital a lam) (orbital b lam) ^ 2 ≤ 1 - (a - b) ^ 2 / (a + b + 1) ^ 2 := by
  have hx : 0 < 2 * a + 1 := by linarith
  have hy : 0 < 2 * b + 1 := by linarith
  have hm : 0 < a + b + 1 := by linarith
  have gx := Real.Gamma_pos_of_pos hx
  have gy := Real.Gamma_pos_of_pos hy
  have ha' : -1 / 2 < a + 1 / 2 := by linarith
  have hb' : -1 / 2 < b + 1 / 2 := by linarith
  -- the residual is nonnegative, so `S² ≤ 1` at the shifted exponents
  have h1 : overlap (orbital (a + 1 / 2) lam) (orbital (b + 1 / 2) lam) ^ 2 ≤ 1 := by
    have hr := residual_eq ha' hb' hl
      (overlap (orbital (a + 1 / 2) lam) (orbital (b + 1 / 2) lam))
    have nn : 0 ≤ residual (a + 1 / 2) (b + 1 / 2) lam
        (overlap (orbital (a + 1 / 2) lam) (orbital (b + 1 / 2) lam)) := by
      unfold residual
      exact integral_nonneg fun r => sq_nonneg _
    nlinarith
  -- the recurrence of `Γ` shifts the exponents back
  rw [overlap_sq ha' hb' hl, show a + 1 / 2 + (b + 1 / 2) + 1 = (a + b + 1) + 1 by ring,
    show 2 * (a + 1 / 2) + 1 = (2 * a + 1) + 1 by ring,
    show 2 * (b + 1 / 2) + 1 = (2 * b + 1) + 1 by ring,
    Real.Gamma_add_one hm.ne', Real.Gamma_add_one hx.ne', Real.Gamma_add_one hy.ne',
    div_le_one (mul_pos (mul_pos hx gx) (mul_pos hy gy))] at h1
  have hm' := hm.ne'
  have e : 1 - (a - b) ^ 2 / (a + b + 1) ^ 2
      = (2 * a + 1) * (2 * b + 1) / (a + b + 1) ^ 2 := by
    field_simp
    ring
  rw [e, overlap_sq ha hb hl, div_le_div_iff₀ (mul_pos gx gy) (pow_pos hm 2)]
  nlinarith [h1]
```

The main theorem states, for real $a,b>-1/2$ and $\lambda>0$, the Gamma-function formula for $S^2$ together with $S^2<1\iff a\ne b$. If $a=b$ then $S=1$ by normalisation; if $a\ne b$ the subtracted term in the bound is positive.

```lean
/-- The squared overlap is `Γ(a+b+1)² / (Γ(2a+1) Γ(2b+1))`, and it is strictly below one
exactly when `a ≠ b`. -/
theorem overlap_sq_lt_one_iff {a b lam : ℝ} (ha : -1 / 2 < a) (hb : -1 / 2 < b)
    (hl : 0 < lam) :
    overlap (orbital a lam) (orbital b lam) ^ 2
        = Real.Gamma (a + b + 1) ^ 2 / (Real.Gamma (2 * a + 1) * Real.Gamma (2 * b + 1))
      ∧ (overlap (orbital a lam) (orbital b lam) ^ 2 < 1 ↔ a ≠ b) := by
  refine ⟨overlap_sq ha hb hl, fun h hab => ?_, fun hab => ?_⟩
  · subst hab
    rw [orbital_normalised ha hl] at h
    norm_num at h
  · have hm : 0 < a + b + 1 := by linarith
    have hd : a - b ≠ 0 := sub_ne_zero.mpr hab
    have hp : 0 < (a - b) ^ 2 / (a + b + 1) ^ 2 := by positivity
    linarith [overlap_sq_le ha hb hl]
```

The condition $\lambda>0$ is needed. Take $\lambda=0$ and $a=b=0$: the function $r^0e^0=1$ has no finite norm, $N_0=0^{1/2}/\sqrt{\Gamma(1)}=0$, so $S=0$. The formula would give $S^2=1$, and $S^2<1$ holds although $a=b$.

## The $p_{1/2}$ case

Let $\zeta^2<1$, $a=\sqrt{3-\zeta^2}$ (`srExponent 1 ζ`) and $b=\sqrt{1-\zeta^2}$ (`diracExponent 1 ζ`). Then $0\le b\le1$ and $a^2=b^2+2$, so
$$(7b+1)^2=49b^2+14b+1\le25b^2+39<25b^2+50=(5a)^2 .$$
Hence $7b+1\le5a$ (`hab`, argued by contradiction), which is $a+b+1\le6(a-b)$. Squaring gives $(a-b)^2/(a+b+1)^2\ge1/36$ (`hq`), and then
$$D(c)\ge1-S^2\ge\tfrac1{36}\quad\text{for every real }c .$$
After $a^2$, $b^2$ and the signs are recorded, `generalize` replaces both square roots by plain variables, so that `nlinarith` sees polynomials only.

```lean
/-- For `ζ² < 1` and a common decay rate, every multiple of the function with the
scalar-relativistic `l = 1` exponent is at squared distance at least `1/36` from the
normalised function with the Dirac `κ = 1` exponent. -/
theorem p_half_residual {ζ lam : ℝ} (hζ : ζ ^ 2 < 1) (hl : 0 < lam) (c : ℝ) :
    1 / 36 ≤ residual (srExponent 1 ζ) (diracExponent 1 ζ) lam c := by
  have ha0 : 0 ≤ srExponent 1 ζ := Real.sqrt_nonneg _
  have hb0 : 0 ≤ diracExponent 1 ζ := Real.sqrt_nonneg _
  have ha2 : srExponent 1 ζ ^ 2 = 3 - ζ ^ 2 := by
    unfold srExponent
    rw [Nat.cast_one, Real.sq_sqrt (by linarith)]
    ring
  have hb2 : diracExponent 1 ζ ^ 2 = 1 - ζ ^ 2 := by
    unfold diracExponent
    rw [Int.cast_one, one_pow, Real.sq_sqrt (by linarith)]
  generalize srExponent 1 ζ = a at ha0 ha2 ⊢
  generalize diracExponent 1 ζ = b at hb0 hb2 ⊢
  have hb1 : b ≤ 1 := by nlinarith [sq_nonneg ζ]
  -- the exponents stay apart: `a + b + 1 ≤ 6 (a - b)`
  have hab : 7 * b + 1 ≤ 5 * a := by
    by_contra h
    have h' := mul_self_lt_mul_self (show 0 ≤ 5 * a by linarith) (not_le.mp h)
    nlinarith [sq_nonneg ζ]
  have hm : 0 < a + b + 1 := by linarith
  have hsq := pow_le_pow_left₀ hm.le (show a + b + 1 ≤ 6 * (a - b) by linarith) 2
  have hq : 1 / 36 ≤ (a - b) ^ 2 / (a + b + 1) ^ 2 := by
    rw [div_le_div_iff₀ (by norm_num) (pow_pos hm 2)]
    nlinarith [hsq]
  have ha : -1 / 2 < a := by linarith
  have hb : -1 / 2 < b := by linarith
  rw [residual_eq ha hb hl c]
  linarith [overlap_sq_le ha hb hl, sq_nonneg (c - overlap (orbital a lam) (orbital b lam))]

end

end PowerExponentialOverlap
```

```lean
#print axioms PowerExponentialOverlap.overlap_sq_lt_one_iff
-- 'PowerExponentialOverlap.overlap_sq_lt_one_iff' depends on axioms: [propext, Classical.choice, Quot.sound]
#print axioms PowerExponentialOverlap.p_half_residual
-- 'PowerExponentialOverlap.p_half_residual' depends on axioms: [propext, Classical.choice, Quot.sound]
```

In words, no multiple of the model function with the scalar-relativistic $l=1$ exponent comes closer than squared distance $1/36$ to the normalised model function with the Dirac $\kappa=1$ exponent, for any common $\lambda>0$. The theorem involves one basis function, a point nucleus and the large component alone. The bound is not sharp: at $\zeta=0$ the formula for $S^2$ gives a smallest squared distance $1-S^2\approx0.15$. The number $1/36$ belongs to the model and is not a bound for atomic orbitals: the model extends the leading power at the nucleus over all $r$, so at $\zeta=0$ it still compares exponents $\sqrt3$ and $1$, whereas the non-relativistic $p$ function starts as $r^2$.

One could instead give $\varphi_b$ its own decay rate $\mu>0$. The same Euler integral multiplies $S^2$ by
$$\frac{(2\lambda)^{2a+1}(2\mu)^{2b+1}}{(\lambda+\mu)^{2(a+b+1)}},$$
which equals one at $\mu=\lambda$ and exceeds one for suitable $\mu$ when $a\ne b$, so the constant $1/36$ would have to be derived afresh. Lean has not checked this variant, the $\lambda=0$ example or the value $0.15$.
